# Non-Retarded Attraction above a Thin Film: z⁻⁴ for a Dielectric, z⁻³ for a Perfect Conductor

If the z⁻³ law for an atom above a half-space is carried over to a thin dielectric film, the non-retarded attraction far away comes out too strong, by a factor that grows in proportion to z. If the film's own z⁻⁴ law is then applied to a perfect conductor, its coefficient diverges. Both cases follow from one integral. For a free-standing film of thickness t and an atom at height z, let

I(z) = ∫₀^∞ q² exp(−2qz) R(q) dq,

R(q) = D(1 − exp(−2qt)) / (1 − D² exp(−2qt)).

For a ground-state atom, each imaginary frequency contributes to the interaction energy −I(z) times a positive factor that does not depend on z. Here q is the wavenumber along the film, R the reflection factor and D = (ε − 1)/(ε + 1) the contrast of a medium of permittivity ε against vacuum. For |D| < 1 and t ≥ 0,

z⁴ I(z) → 3Dt / (4(1 − D²)) as z → ∞,

whereas D = 1 with t > 0 gives I(z) = 1/(4z³) at every z > 0. This matters when an atom–slab potential is extrapolated to distances much larger than the film thickness but still short enough for retardation to be neglected. The model has a local permittivity and treats one imaginary frequency at a time.

## Reflection by two faces

Let ζ be the vertical coordinate, with the film in −t < ζ < 0. The potential is exp(qζ) − R exp(−qζ) above the film, A exp(qζ) + B exp(−qζ) inside and T exp(qζ) below. For q > 0, continuity of the potential and of the normal displacement (the latter divided by q) gives, at the upper face,

1 − R = A + B,  1 + R = ε(A − B),

and at the lower face

A exp(−qt) + B exp(qt) = T exp(−qt),

ε(A exp(−qt) − B exp(qt)) = T exp(−qt).

Write E = exp(−2qt). Eliminating T from the lower pair gives (ε + 1)B = (ε − 1)AE. The upper pair gives

2εA = (ε + 1) − (ε − 1)R,  2εB = (ε − 1) − (ε + 1)R.

Substituting these,

R[(ε + 1)² − (ε − 1)²E] = (ε² − 1)(1 − E),

and division by (ε + 1)² yields the stated R(q).

## From long waves to the distance law

Let |D| < 1, and set y = 2qt, s = 1 − exp(−y) and a = 1 − D², so that R = Ds/(a + D²s). For y ≥ 0 we have exp(y) ≥ 1 + y + y²/2, and

(1 + y + y²/2)(1 − y + y²/2) = 1 + y⁴/4 ≥ 1.

Hence exp(−y) ≤ 1 − y + y²/2, and so y − y²/2 ≤ s ≤ y. Therefore

y/a − s/(a + D²s) = [a(y − s) + D²sy] / [a(a + D²s)]

lies between 0 and (1 + D²)y²/(2a²). Multiplying by |D|,

|R − 2Dtq/a| ≤ K q²,  K = 2|D|(1 + D²)t²/a².

The moments are ∫₀^∞ qⁿ exp(−2qz) dq = n!/(2z)ⁿ⁺¹. The linear term contributes

(2Dt/a) · 6/(2z)⁴ = 3Dt/(4a z⁴),

and the error is at most 24K/(2z)⁵ = 3K/(4z⁵). Multiplication by z⁴ leaves an error of order 1/z, which proves the limit.

For ε > 0, 1 − D² = 4ε/(ε + 1)², so the coefficient becomes 3t(ε² − 1)/(16ε). For D = 1 and t > 0, R(q) = 1 at every q > 0, and the second moment is 2/(2z)³ = 1/(4z³).

The same estimate with q³ in place of q² gives the force law: −I′(z) = 2∫₀^∞ q³ exp(−2qz) R(q) dq, and z⁵ times this tends to 3Dt/(1 − D²). The development below stays with I(z) itself.

## The film in Lean

All quantities are real numbers. The permittivity is a constant, its value at one imaginary frequency. The polarisability of the atom and the integration over imaginary frequency, which a full dispersion energy requires, are left out.

```lean
import Mathlib

open MeasureTheory Set Filter Topology

namespace AtomAboveThinFilm

noncomputable section

/-- The electrostatic contrast `(ε - 1) / (ε + 1)` of a medium of permittivity `ε ≠ -1`
against vacuum. -/
def contrast (ε : ℝ) : ℝ := (ε - 1) / (ε + 1)

/-- The reflection factor of a film of thickness `t` and contrast `D` at wavenumber `q`,
for `D ^ 2 * exp (-2 q t) ≠ 1`. -/
def filmReflection (D t q : ℝ) : ℝ :=
  D * (1 - Real.exp (-2 * q * t)) / (1 - D ^ 2 * Real.exp (-2 * q * t))
```

The integral runs over `Ioi 0`, the open half-line q > 0.

```lean
/-- The wavenumber integral for the attraction of an atom at height `z` above the film. -/
def filmIntegral (D t z : ℝ) : ℝ :=
  ∫ q in Ioi (0 : ℝ), q ^ 2 * Real.exp (-2 * q * z) * filmReflection D t q
```

The four matching conditions form one proposition about the amplitudes. Its description writes z for the coordinate called ζ above. The minus sign before R makes R positive for ε > 1 when q and t are positive.

```lean
/-- Matching conditions for the potential `exp (q z) - R exp (-q z)` above a film filling
`-t < z < 0`, `A exp (q z) + B exp (-q z)` inside it and `T exp (q z)` below it: the potential and
the normal displacement are continuous at both faces. The film has permittivity `ε`, with vacuum
outside. The displacement conditions are written with their common factor `q` cancelled, which
leaves them equivalent to continuity for `q ≠ 0`. -/
def IsFilmMode (ε t q R A B T : ℝ) : Prop :=
  1 - R = A + B ∧ 1 + R = ε * (A - B) ∧
  A * Real.exp (-(q * t)) + B * Real.exp (q * t) = T * Real.exp (-(q * t)) ∧
  ε * (A * Real.exp (-(q * t)) - B * Real.exp (q * t)) = T * Real.exp (-(q * t))
```

Any amplitudes that meet these conditions have the expected R. In the proof, `hB` is the lower-face relation and `hR` the equation for R before division; `linear_combination` carries out both eliminations.

```lean
/-- For positive permittivity and nonnegative thickness and wavenumber, the matching conditions
fix the reflected amplitude to be the film reflection factor. -/
theorem IsFilmMode.reflection {ε t q R A B T : ℝ} (hε : 0 < ε) (ht : 0 ≤ t) (hq : 0 ≤ q)
    (h : IsFilmMode ε t q R A B T) : R = filmReflection (contrast ε) t q := by
  obtain ⟨h1, h2, h3, h4⟩ := h
  have hx : Real.exp (-2 * q * t) = Real.exp (-(q * t)) * Real.exp (-(q * t)) := by
    rw [← Real.exp_add]; congr 1; ring
  have huv : Real.exp (-(q * t)) * Real.exp (q * t) = 1 := by
    rw [← Real.exp_add, neg_add_cancel, Real.exp_zero]
  have hx1 : Real.exp (-2 * q * t) ≤ 1 :=
    Real.exp_le_one_iff.2 (by nlinarith [mul_nonneg hq ht])
  -- the lower face relates the two amplitudes inside the film
  have hB : (ε + 1) * B = (ε - 1) * A * Real.exp (-2 * q * t) := by
    linear_combination Real.exp (-(q * t)) * h3 - Real.exp (-(q * t)) * h4
      - (1 + ε) * B * huv - (ε - 1) * A * hx
  -- the upper face then determines the reflected amplitude
  have hR : R * ((ε + 1) ^ 2 - (ε - 1) ^ 2 * Real.exp (-2 * q * t))
      = (ε - 1) * (ε + 1) * (1 - Real.exp (-2 * q * t)) := by
    linear_combination (-(ε + 1)) * (ε * h1 - h2)
      + (ε - 1) * Real.exp (-2 * q * t) * (ε * h1 + h2) - 2 * ε * hB
  have hp : 0 < ε + 1 := by linarith
  have hden : 0 < (ε + 1) ^ 2 - (ε - 1) ^ 2 * Real.exp (-2 * q * t) := by
    nlinarith [mul_le_mul_of_nonneg_left hx1 (sq_nonneg (ε - 1))]
  have e1 : 1 - ((ε - 1) / (ε + 1)) ^ 2 * Real.exp (-2 * q * t)
      = ((ε + 1) ^ 2 - (ε - 1) ^ 2 * Real.exp (-2 * q * t)) / (ε + 1) ^ 2 := by
    field_simp
  unfold filmReflection contrast
  rw [e1, eq_div_iff (div_pos hden (pow_pos hp 2)).ne', ← mul_div_assoc, hR]
  field_simp
```

Explicit amplitudes for ε = 3 show that the conditions can be satisfied.

```lean
/-- Explicit amplitudes that satisfy the matching conditions for a film of permittivity 3, at
nonnegative thickness and wavenumber. -/
theorem isFilmMode_witness {t q : ℝ} (ht : 0 ≤ t) (hq : 0 ≤ q) :
    IsFilmMode 3 t q
      (2 * (1 - Real.exp (-2 * q * t)) / (4 - Real.exp (-2 * q * t)))
      (2 / (4 - Real.exp (-2 * q * t)))
      (Real.exp (-2 * q * t) / (4 - Real.exp (-2 * q * t)))
      (3 / (4 - Real.exp (-2 * q * t))) := by
  have hx1 : Real.exp (-2 * q * t) ≤ 1 :=
    Real.exp_le_one_iff.2 (by nlinarith [mul_nonneg hq ht])
  have hv : Real.exp (-2 * q * t) * Real.exp (q * t) = Real.exp (-(q * t)) := by
    rw [← Real.exp_add]; congr 1; ring
  have hi : (4 - Real.exp (-2 * q * t)) * (4 - Real.exp (-2 * q * t))⁻¹ = 1 :=
    mul_inv_cancel₀ (by linarith)
  refine ⟨?_, ?_, ?_, ?_⟩
  · linear_combination -hi
  · linear_combination -hi
  · linear_combination (4 - Real.exp (-2 * q * t))⁻¹ * hv
  · linear_combination (-3) * (4 - Real.exp (-2 * q * t))⁻¹ * hv
```

## Moments and the long-wave estimate

The moments come from Mathlib's Gamma integral.

```lean
/-- The moments of the evanescent weight `exp (-2 q z)` at height `z > 0`. -/
theorem moment (n : ℕ) {z : ℝ} (hz : 0 < z) :
    ∫ q in Ioi (0 : ℝ), q ^ n * Real.exp (-2 * q * z)
      = (n.factorial : ℝ) / (2 * z) ^ (n + 1) := by
  have h := Real.integral_rpow_mul_exp_neg_mul_Ioi (a := (n : ℝ) + 1) (r := 2 * z)
    (by positivity) (by positivity)
  have e : (1 / (2 * z)) ^ ((n : ℝ) + 1) = 1 / (2 * z) ^ (n + 1) := by
    rw [← Nat.cast_succ, Real.rpow_natCast, one_div_pow]
  rw [Real.Gamma_nat_eq_factorial, e] at h
  calc _ = ∫ q in Ioi (0 : ℝ), q ^ ((n : ℝ) + 1 - 1) * Real.exp (-(2 * z * q)) := by
        refine integral_congr_ae (Filter.Eventually.of_forall fun q => ?_)
        show q ^ n * Real.exp (-2 * q * z)
          = q ^ ((n : ℝ) + 1 - 1) * Real.exp (-(2 * z * q))
        rw [add_sub_cancel_right, Real.rpow_natCast, show -2 * q * z = -(2 * z * q) by ring]
    _ = _ := by rw [h]; ring
```

Integrability follows by contradiction: Lean assigns the value 0 to the integral of a non-integrable function, but each moment is positive.

```lean
/-- Every natural-number power of the wavenumber is integrable over `q > 0` against the evanescent
weight `exp (-2 q z)` at `z > 0`. -/
theorem moment_integrable (n : ℕ) {z : ℝ} (hz : 0 < z) :
    Integrable (fun q : ℝ => q ^ n * Real.exp (-2 * q * z)) (volume.restrict (Ioi 0)) := by
  by_contra h
  have h0 := moment n hz
  rw [integral_undef h] at h0
  have : 0 < (n.factorial : ℝ) / (2 * z) ^ (n + 1) := by positivity
  linarith
```

The next theorem is the bound with K. Its auxiliary statement `aux` treats s/(a + ks) with k = D², using an expansion in s for one side of the estimate, and `hE3` is the upper bound on exp(−y).

```lean
/-- For `|D| < 1` the film reflects long waves in proportion to `q t`, with an error at most
quadratic in `q t`. -/
theorem filmReflection_linear {D t q : ℝ} (hD : |D| < 1) (ht : 0 ≤ t) (hq : 0 ≤ q) :
    |filmReflection D t q - 2 * D * t / (1 - D ^ 2) * q|
      ≤ 2 * |D| * (1 + D ^ 2) * t ^ 2 / (1 - D ^ 2) ^ 2 * q ^ 2 := by
  -- an elementary estimate for the saturating fraction s / (a + k s)
  have aux : ∀ a k s y : ℝ, 0 < a → 0 ≤ k → 0 ≤ s → s ≤ y → y - y ^ 2 / 2 ≤ s →
      |s / (a + k * s) - y / a| ≤ (a + 2 * k) / 2 * y ^ 2 / a ^ 2 := by
    intro a k s y ha hk hs hsy hys
    have hy : 0 ≤ y := hs.trans hsy
    have hd : 0 < a + k * s := by positivity
    have key : s / (a + k * s)
        = s / a - k * s ^ 2 / a ^ 2 + k ^ 2 * s ^ 3 / (a ^ 2 * (a + k * s)) := by
      field_simp
      ring
    have h0 : 0 ≤ k ^ 2 * s ^ 3 / (a ^ 2 * (a + k * s)) := by positivity
    have h1 : (y - s) / a ≤ (y ^ 2 / 2) / a :=
      div_le_div_of_nonneg_right (by linarith) ha.le
    have h2 : k * s ^ 2 / a ^ 2 ≤ k * y ^ 2 / a ^ 2 := by gcongr
    have h3 : (a + 2 * k) / 2 * y ^ 2 / a ^ 2 = (y ^ 2 / 2) / a + k * y ^ 2 / a ^ 2 := by
      field_simp
    have h5 : s / (a + k * s) ≤ y / a := by
      rw [div_le_div_iff₀ hd ha]
      nlinarith [mul_nonneg (mul_nonneg hk hs) hy, mul_le_mul_of_nonneg_right hsy ha.le]
    have h6 : 0 ≤ (a + 2 * k) / 2 * y ^ 2 / a ^ 2 := by positivity
    rw [sub_div] at h1
    rw [abs_le]
    constructor <;> linarith
  have hD2 : 0 < 1 - D ^ 2 := by
    obtain ⟨h1, h2⟩ := abs_lt.mp hD
    nlinarith
  have hy : 0 ≤ 2 * q * t := by positivity
  have hneg : -2 * q * t = -(2 * q * t) := by ring
  have hE1 : Real.exp (-2 * q * t) ≤ 1 := Real.exp_le_one_iff.2 (by linarith)
  have hE2 := Real.add_one_le_exp (-2 * q * t)
  -- second-order upper bound for the decaying exponential
  have hE3 : Real.exp (-2 * q * t) ≤ 1 - 2 * q * t + (2 * q * t) ^ 2 / 2 := by
    have hQ := Real.quadratic_le_exp_of_nonneg hy
    have hprod : Real.exp (-2 * q * t) * Real.exp (2 * q * t) = 1 := by
      rw [hneg, ← Real.exp_add, neg_add_cancel, Real.exp_zero]
    have hm := mul_le_mul_of_nonneg_left hQ (Real.exp_pos (-2 * q * t)).le
    refine le_of_mul_le_mul_right ?_
      (by positivity : 0 < 1 + 2 * q * t + (2 * q * t) ^ 2 / 2)
    nlinarith [sq_nonneg ((2 * q * t) ^ 2)]
  have h := aux (1 - D ^ 2) (D ^ 2) (1 - Real.exp (-2 * q * t)) (2 * q * t) hD2
    (sq_nonneg D) (by linarith) (by linarith) (by linarith)
  have hR : filmReflection D t q = D * ((1 - Real.exp (-2 * q * t)) /
      ((1 - D ^ 2) + D ^ 2 * (1 - Real.exp (-2 * q * t)))) := by
    unfold filmReflection
    rw [mul_div_assoc, show 1 - D ^ 2 * Real.exp (-2 * q * t)
      = (1 - D ^ 2) + D ^ 2 * (1 - Real.exp (-2 * q * t)) by ring]
  calc _ = |D| * |(1 - Real.exp (-2 * q * t)) /
        ((1 - D ^ 2) + D ^ 2 * (1 - Real.exp (-2 * q * t))) - 2 * q * t / (1 - D ^ 2)| := by
        rw [← abs_mul, hR]; congr 1; ring
    _ ≤ _ := mul_le_mul_of_nonneg_left h (abs_nonneg D)
    _ = _ := by ring
```

## The two distance laws

The error bound holds at every z > 0, not only far away. The step `hsplit` separates the linear term from the remainder, which is integrable because K q⁴ exp(−2qz) dominates it.

```lean
/-- For `|D| < 1` the film integral differs from its `z⁻⁴` law by at most an explicit multiple
of `z⁻⁵`, at every height `z > 0`. -/
theorem filmIntegral_error {D t z : ℝ} (hD : |D| < 1) (ht : 0 ≤ t) (hz : 0 < z) :
    |filmIntegral D t z - 3 * D * t / (4 * (1 - D ^ 2)) / z ^ 4|
      ≤ 3 * |D| * (1 + D ^ 2) * t ^ 2 / (2 * (1 - D ^ 2) ^ 2) / z ^ 5 := by
  have hne : 1 - D ^ 2 ≠ 0 := by
    obtain ⟨h1, h2⟩ := abs_lt.mp hD
    nlinarith
  obtain ⟨c, hc⟩ : ∃ c, c = 2 * D * t / (1 - D ^ 2) := ⟨_, rfl⟩
  obtain ⟨K, hK⟩ : ∃ K, K = 2 * |D| * (1 + D ^ 2) * t ^ 2 / (1 - D ^ 2) ^ 2 := ⟨_, rfl⟩
  have hb : ∀ᵐ q ∂(volume.restrict (Ioi (0 : ℝ))),
      ‖q ^ 2 * Real.exp (-2 * q * z) * (filmReflection D t q - c * q)‖
        ≤ K * (q ^ 4 * Real.exp (-2 * q * z)) := by
    refine (ae_restrict_iff' measurableSet_Ioi).2 (Filter.Eventually.of_forall fun q hq => ?_)
    have h := filmReflection_linear hD ht (le_of_lt (mem_Ioi.1 hq))
    rw [← hc, ← hK] at h
    have hw : 0 ≤ q ^ 2 * Real.exp (-2 * q * z) := by positivity
    rw [Real.norm_eq_abs, abs_mul, abs_of_nonneg hw]
    calc _ ≤ q ^ 2 * Real.exp (-2 * q * z) * (K * q ^ 2) := mul_le_mul_of_nonneg_left h hw
      _ = _ := by ring
  have hI4 := (moment_integrable 4 hz).const_mul K
  have hmeas : Measurable (fun q : ℝ =>
      q ^ 2 * Real.exp (-2 * q * z) * (filmReflection D t q - c * q)) := by
    unfold filmReflection
    fun_prop
  have hdiff := hI4.mono' hmeas.aestronglyMeasurable hb
  -- separate the leading term, linear in q, from the remainder
  have hsplit : filmIntegral D t z
      = (∫ q in Ioi (0 : ℝ), q ^ 2 * Real.exp (-2 * q * z) * (filmReflection D t q - c * q))
        + c * ∫ q in Ioi (0 : ℝ), q ^ 3 * Real.exp (-2 * q * z) := by
    rw [← integral_const_mul, ← integral_add hdiff ((moment_integrable 3 hz).const_mul c)]
    unfold filmIntegral
    refine integral_congr_ae (Filter.Eventually.of_forall fun q => ?_)
    show q ^ 2 * Real.exp (-2 * q * z) * filmReflection D t q
      = q ^ 2 * Real.exp (-2 * q * z) * (filmReflection D t q - c * q)
        + c * (q ^ 3 * Real.exp (-2 * q * z))
    ring
  have f3 : ((Nat.factorial 3 : ℕ) : ℝ) = 6 := by norm_num [Nat.factorial]
  have f4 : ((Nat.factorial 4 : ℕ) : ℝ) = 24 := by norm_num [Nat.factorial]
  have hbound := norm_integral_le_of_norm_le hI4 hb
  rw [integral_const_mul, moment 4 hz, f4, Real.norm_eq_abs] at hbound
  have e : c * (6 / (2 * z) ^ (3 + 1)) = 3 * D * t / (4 * (1 - D ^ 2)) / z ^ 4 := by
    rw [hc]
    field_simp
    ring
  rw [hsplit, moment 3 hz, f3, e, add_sub_cancel_right]
  refine hbound.trans (le_of_eq ?_)
  rw [hK]
  field_simp
  ring
```

The limit follows by squeezing the error between 0 and a constant over z.

```lean
/-- Far above a film of contrast `|D| < 1` and thickness `t`, the film integral falls off as
`z⁻⁴` with coefficient `3 D t / (4 (1 - D ^ 2))`. -/
theorem filmIntegral_tendsto {D t : ℝ} (hD : |D| < 1) (ht : 0 ≤ t) :
    Tendsto (fun z => z ^ 4 * filmIntegral D t z) atTop
      (𝓝 (3 * D * t / (4 * (1 - D ^ 2)))) := by
  obtain ⟨C, hC⟩ : ∃ C, C = 3 * D * t / (4 * (1 - D ^ 2)) := ⟨_, rfl⟩
  obtain ⟨K, hK⟩ : ∃ K, K = 3 * |D| * (1 + D ^ 2) * t ^ 2 / (2 * (1 - D ^ 2) ^ 2) := ⟨_, rfl⟩
  rw [← hC, tendsto_iff_norm_sub_tendsto_zero]
  have hlim : Tendsto (fun z : ℝ => K / z) atTop (𝓝 0) :=
    tendsto_const_nhds.div_atTop tendsto_id
  refine squeeze_zero' (Filter.Eventually.of_forall fun z => norm_nonneg _) ?_ hlim
  filter_upwards [eventually_gt_atTop (0 : ℝ)] with z hz
  have h := filmIntegral_error hD ht hz
  rw [← hC, ← hK] at h
  have e : z ^ 4 * filmIntegral D t z - C = z ^ 4 * (filmIntegral D t z - C / z ^ 4) := by
    field_simp
  rw [e, Real.norm_eq_abs, abs_mul, abs_of_pos (pow_pos hz 4)]
  calc _ ≤ z ^ 4 * (K / z ^ 5) := mul_le_mul_of_nonneg_left h (pow_pos hz 4).le
    _ = K / z := by field_simp
```

For a positive permittivity, |D| < 1 holds automatically, and the coefficient is rewritten in terms of ε.

```lean
/-- For a film of permittivity `ε > 0` the coefficient of the `z⁻⁴` law is
`3 t (ε ^ 2 - 1) / (16 ε)`. -/
theorem filmIntegral_tendsto_permittivity {ε t : ℝ} (hε : 0 < ε) (ht : 0 ≤ t) :
    Tendsto (fun z => z ^ 4 * filmIntegral (contrast ε) t z) atTop
      (𝓝 (3 * t * (ε ^ 2 - 1) / (16 * ε))) := by
  have hp : 0 < ε + 1 := by linarith
  have hD : |contrast ε| < 1 := by
    unfold contrast
    rw [abs_lt, lt_div_iff₀ hp, div_lt_iff₀ hp]
    constructor <;> linarith
  have h1 : 1 - contrast ε ^ 2 = 4 * ε / (ε + 1) ^ 2 := by
    unfold contrast
    field_simp
    ring
  have e : 3 * contrast ε * t / (4 * (1 - contrast ε ^ 2))
      = 3 * t * (ε ^ 2 - 1) / (16 * ε) := by
    rw [h1]
    unfold contrast
    field_simp
    ring
  rw [← e]
  exact filmIntegral_tendsto hD ht
```

The condition D = 1 stands for a perfect conductor, the limit ε → ∞. The word `metal` in the theorem's name means this ideal case: a real metal has a finite permittivity at each positive imaginary frequency, and there the z⁻⁴ law applies within this model. The proof replaces the reflection factor by 1 on q > 0 and applies the second moment. The thickness must be positive, since at t = 0 there is no film to reflect anything.

```lean
/-- For `D = 1` and any thickness `t > 0`, the film integral equals `1 / (4 z ^ 3)` at every
height `z > 0`. -/
theorem filmIntegral_metal {t z : ℝ} (ht : 0 < t) (hz : 0 < z) :
    filmIntegral 1 t z = 1 / (4 * z ^ 3) := by
  have h : filmIntegral 1 t z = ∫ q in Ioi (0 : ℝ), q ^ 2 * Real.exp (-2 * q * z) := by
    unfold filmIntegral
    refine setIntegral_congr_fun measurableSet_Ioi (fun q hq => ?_)
    have hE : Real.exp (-2 * q * t) < 1 :=
      Real.exp_lt_one_iff.2 (by nlinarith [mul_pos (mem_Ioi.1 hq) ht])
    -- every wave is reflected completely
    have hr : filmReflection 1 t q = 1 := by
      unfold filmReflection
      simp only [one_pow, one_mul]
      exact div_self (sub_pos.2 hE).ne'
    show q ^ 2 * Real.exp (-2 * q * z) * filmReflection 1 t q = q ^ 2 * Real.exp (-2 * q * z)
    rw [hr, mul_one]
  have f2 : ((Nat.factorial 2 : ℕ) : ℝ) = 2 := by norm_num [Nat.factorial]
  rw [h, moment 2 hz, f2]
  ring

end

end AtomAboveThinFilm
```

```lean
#print axioms AtomAboveThinFilm.IsFilmMode.reflection
#print axioms AtomAboveThinFilm.filmIntegral_tendsto
#print axioms AtomAboveThinFilm.filmIntegral_tendsto_permittivity
#print axioms AtomAboveThinFilm.filmIntegral_metal
```

```
'AtomAboveThinFilm.IsFilmMode.reflection' depends on axioms: [propext, Classical.choice, Quot.sound]
'AtomAboveThinFilm.filmIntegral_tendsto' depends on axioms: [propext, Classical.choice, Quot.sound]
'AtomAboveThinFilm.filmIntegral_tendsto_permittivity' depends on axioms: [propext, Classical.choice, Quot.sound]
'AtomAboveThinFilm.filmIntegral_metal' depends on axioms: [propext, Classical.choice, Quot.sound]
```
